# Message passing over neighbour multisets cannot separate regular graphs of equal degree and size from a common initial label

Take a ring of six vertices and, next to it, two separate triangles. Give all twelve vertices the label $c$. In either graph each vertex has two neighbours, so it receives the multiset $\{c,c\}$ and computes the same new label as every other vertex. The next round starts from a common label again, and no later round can tell the graphs apart, although only one of them contains triangles.

## Equal pooled features for every update rule

Let $h_t(v)$ be the label of vertex $v$ after $t$ rounds, $N(v)$ its set of neighbours and $U_t$ the update rule of round $t$:

$$h_{t+1}(v)=U_t\bigl(h_t(v),\{h_t(w):w\in N(v)\}\bigr).$$

Braces denote multisets, which keep repetitions and forget order. The pooled features of a graph $G$ with vertex set $V$ are $P_t(G)=\{h_t(v):v\in V\}$.

If $G$ and $H$ are both $d$-regular, meaning that every vertex has $d$ neighbours, have equally many vertices and start from one common label $c$, then $P_t(G)=P_t(H)$ for all $t$ and all rules $U_t$.

## A learned energy that misses the difference

In a graph-based interatomic potential, the energy is often a sum of atomic contributions. If one shared function computes each contribution from the atom's label after round $t$, the sum is a function of $P_t$. Interatomic potentials normally use distances as well. Consider a simplified model without geometry that updates labels by the rule above and sums such contributions. With atoms of one element that start from a common label, the ring and the two triangles get the same energy.

The pair also serves as a check on code of this type: if the outputs differ by more than rounding, the code is not evaluating such a simplified model on these two graphs. Vertex indices or positions may be entering, for example, or a neighbour list may be wrong. Supplying the number of triangles through each vertex as its initial label separates the two graphs at once, since it is 0 on the ring and 1 on the triangles.

## One label per round, by induction

Define $a_0=c$ and $a_{t+1}=U_t(a_t,\{a_t,\dots,a_t\})$ with $d$ copies in the multiset. On a $d$-regular graph $h_t(v)=a_t$ for every $v$. This holds at $t=0$. If it holds at $t$, each vertex has label $a_t$ and receives $d$ copies of $a_t$, so its next label is $a_{t+1}$. Hence $P_t$ is $a_t$ repeated once per vertex, and graphs of equal size agree.

Conversely, suppose $G$ is $d$-regular and no rule separates $H$ from it. Let $U_0$ return the size of the received multiset. Then $P_1$ lists the vertex degrees. Equal lists have equal length, so the vertex counts agree, and every degree in $H$ occurs in $G$, so it is $d$.

Isomorphic graphs with corresponding initial labels are never separated. An isomorphism $e$ maps $N(v)$ onto $N(e(v))$, so induction on $t$ gives $h_t(v)=h_t(e(v))$, and pooling merely reorders the vertices.

The ring and the triangles are not isomorphic. Ring neighbours differ by $\pm1$ modulo 6, and three such steps have an odd sum, which is not a multiple of 6, so the ring has no triangle.

The same induction covers messages that carry an edge label, such as a bond length, if all edges share it; this extension is argued here by hand only.

In Lean 4 with Mathlib:

```lean
import Mathlib

open SimpleGraph

namespace MessagePassing

variable {V W L R : Type*} [Fintype V] [Fintype W]

/-- The vertex features after a number of rounds of message passing: in round `t` each vertex
updates its label from its own label and the multiset of its neighbours' labels. -/
def features (G : SimpleGraph V) [DecidableRel G.Adj] (upd : ℕ → L → Multiset L → L)
    (x : V → L) : ℕ → V → L
  | 0, v => x v
  | t + 1, v => upd t (features G upd x t v)
      ((G.neighborFinset v).val.map (features G upd x t))

/-- The pooled features of a graph: the multiset of the features of all its vertices. -/
def pooled (G : SimpleGraph V) [DecidableRel G.Adj] (upd : ℕ → L → Multiset L → L)
    (x : V → L) (t : ℕ) : Multiset L :=
  (Finset.univ : Finset V).val.map (features G upd x t)

/-- The label obtained from `c` when in every round a vertex receives `d` copies of its own
label. -/
def commonLabel (d : ℕ) (upd : ℕ → L → Multiset L → L) (c : L) : ℕ → L
  | 0 => c
  | t + 1 => upd t (commonLabel d upd c t) (Multiset.replicate d (commonLabel d upd c t))

/-- Equivariance: a graph isomorphism that carries the initial labels along carries the
features of every later round along. -/
theorem features_equivariant (G : SimpleGraph V) (H : SimpleGraph W) [DecidableRel G.Adj]
    [DecidableRel H.Adj] (e : G ≃g H) (upd : ℕ → L → Multiset L → L) (x : W → L)
    (t : ℕ) (v : V) :
    features G upd (fun u => x (e u)) t v = features H upd x t (e v) := by
  induction t generalizing v with
  | zero => rfl
  | succ t ih =>
    -- the isomorphism maps neighbourhoods onto neighbourhoods
    have hN : H.neighborFinset (e v) =
        (G.neighborFinset v).map e.toEquiv.toEmbedding := by
      ext w
      rw [Finset.mem_map, mem_neighborFinset]
      constructor
      · intro h
        refine ⟨e.symm w, ?_, e.apply_symm_apply w⟩
        rw [mem_neighborFinset]
        apply e.map_adj_iff.1
        rwa [e.apply_symm_apply]
      · rintro ⟨u, hu, rfl⟩
        rw [mem_neighborFinset] at hu
        exact e.map_adj_iff.2 hu
    show upd t (features G upd (fun u => x (e u)) t v)
        ((G.neighborFinset v).val.map (features G upd (fun u => x (e u)) t)) =
      upd t (features H upd x t (e v))
        ((H.neighborFinset (e v)).val.map (features H upd x t))
    rw [ih v, hN, Finset.map_val, Multiset.map_map]
    exact congrArg (upd t _) (Multiset.map_congr rfl fun w _ => ih w)

/-- Invariance: isomorphic graphs with corresponding initial labels have the same pooled
features after any number of rounds. -/
theorem pooled_invariant (G : SimpleGraph V) (H : SimpleGraph W) [DecidableRel G.Adj]
    [DecidableRel H.Adj] (e : G ≃g H) (upd : ℕ → L → Multiset L → L) (x : W → L) (t : ℕ) :
    pooled G upd (fun u => x (e u)) t = pooled H upd x t := by
  unfold pooled
  rw [← Finset.map_univ_equiv e.toEquiv, Finset.map_val, Multiset.map_map]
  exact Multiset.map_congr rfl fun v _ => features_equivariant G H e upd x t v

/-- On a `d`-regular graph with one common initial label, all vertices carry the same label
after any number of rounds, and it depends on the graph only through `d`. -/
theorem features_of_regular (G : SimpleGraph V) [DecidableRel G.Adj] {d : ℕ}
    (hG : G.IsRegularOfDegree d) (upd : ℕ → L → Multiset L → L) (c : L) (t : ℕ) (v : V) :
    features G upd (fun _ => c) t v = commonLabel d upd c t := by
  induction t generalizing v with
  | zero => rfl
  | succ t ih =>
    -- every vertex receives d copies of the common label
    have hm : (G.neighborFinset v).val.map (features G upd (fun _ => c) t) =
        Multiset.replicate d (commonLabel d upd c t) := by
      refine Multiset.eq_replicate.2 ⟨?_, fun b hb => ?_⟩
      · rw [Multiset.card_map]
        exact hG v
      · obtain ⟨w, _, rfl⟩ := Multiset.mem_map.1 hb
        exact ih w
    show upd t (features G upd (fun _ => c) t v)
        ((G.neighborFinset v).val.map (features G upd (fun _ => c) t)) =
      upd t (commonLabel d upd c t) (Multiset.replicate d (commonLabel d upd c t))
    rw [ih v, hm]

/-- Two `d`-regular graphs with equally many vertices and one common initial label have the
same pooled features after any number of rounds, for every update rule. -/
theorem pooled_eq_of_regular (G : SimpleGraph V) (H : SimpleGraph W) [DecidableRel G.Adj]
    [DecidableRel H.Adj] {d : ℕ} (hG : G.IsRegularOfDegree d) (hH : H.IsRegularOfDegree d)
    (hcard : Fintype.card V = Fintype.card W) (upd : ℕ → L → Multiset L → L) (c : L)
    (t : ℕ) : pooled G upd (fun _ => c) t = pooled H upd (fun _ => c) t := by
  -- both sides are the common label, repeated once per vertex
  have hg : pooled G upd (fun _ => c) t =
      Multiset.replicate (Fintype.card V) (commonLabel d upd c t) := by
    refine Multiset.eq_replicate.2 ⟨by simp [pooled], fun b hb => ?_⟩
    obtain ⟨v, _, rfl⟩ := Multiset.mem_map.1 hb
    exact features_of_regular G hG upd c t v
  have hh : pooled H upd (fun _ => c) t =
      Multiset.replicate (Fintype.card W) (commonLabel d upd c t) := by
    refine Multiset.eq_replicate.2 ⟨by simp [pooled], fun b hb => ?_⟩
    obtain ⟨w, _, rfl⟩ := Multiset.mem_map.1 hb
    exact features_of_regular H hH upd c t w
  rw [hg, hh, hcard]

/-- One round of counting the incoming messages gives each vertex its degree. -/
theorem features_count (G : SimpleGraph V) [DecidableRel G.Adj] (x : V → ℕ) (v : V) :
    features G (fun _ _ m => Multiset.card m) x 1 v = G.degree v :=
  Multiset.card_map _ _

/-- A graph is indistinguishable from a given `d`-regular graph, by all message passing with
natural-number labels and a common initial label, exactly when it has the same number of
vertices and is `d`-regular. -/
theorem indistinguishable_iff (G : SimpleGraph V) (H : SimpleGraph W) [DecidableRel G.Adj]
    [DecidableRel H.Adj] {d : ℕ} (hG : G.IsRegularOfDegree d) :
    (∀ (upd : ℕ → ℕ → Multiset ℕ → ℕ) (c t : ℕ),
      pooled G upd (fun _ => c) t = pooled H upd (fun _ => c) t) ↔
    Fintype.card V = Fintype.card W ∧ H.IsRegularOfDegree d := by
  constructor
  · intro h
    have h1 := h (fun _ _ m => Multiset.card m) 0 1
    refine ⟨by simpa [pooled] using congrArg Multiset.card h1, fun w => ?_⟩
    -- the degree of w occurs among the pooled features of H, hence among those of G
    have hw : features H (fun _ _ m => Multiset.card m) (fun _ => 0) 1 w ∈
        pooled H (fun _ _ m => Multiset.card m) (fun _ => 0) 1 :=
      Multiset.mem_map_of_mem _ (Finset.mem_univ w)
    rw [← h1] at hw
    obtain ⟨v, _, hv⟩ := Multiset.mem_map.1 hw
    rw [features_count, features_count] at hv
    exact hv.symm.trans (hG v)
  · rintro ⟨hcard, hH⟩ upd c t
    exact pooled_eq_of_regular G H hG hH hcard upd c t

/-- The hexagon: six vertices in a ring, each joined to the next. -/
def hexagon : SimpleGraph (Fin 6) := SimpleGraph.fromRel fun i j => j = i + 1

/-- Two separate triangles, on the vertices 0, 2, 4 and 1, 3, 5. -/
def twoTriangles : SimpleGraph (Fin 6) := SimpleGraph.fromRel fun i j => j = i + 2

instance : DecidableRel hexagon.Adj := fun i j =>
  inferInstanceAs (Decidable (i ≠ j ∧ (j = i + 1 ∨ i = j + 1)))

instance : DecidableRel twoTriangles.Adj := fun i j =>
  inferInstanceAs (Decidable (i ≠ j ∧ (j = i + 2 ∨ i = j + 2)))

set_option maxRecDepth 10000 in
/-- The hexagon and the two triangles are not isomorphic. -/
theorem hexagon_not_iso_twoTriangles : IsEmpty (hexagon ≃g twoTriangles) := by
  -- the hexagon has no three mutually adjacent vertices
  have hfree : ∀ a b c : Fin 6,
      ¬(hexagon.Adj a b ∧ hexagon.Adj b c ∧ hexagon.Adj a c) := by decide
  refine ⟨fun e => hfree (e.symm 0) (e.symm 2) (e.symm 4) ⟨?_, ?_, ?_⟩⟩
  · exact e.symm.map_adj_iff.2 (by decide)
  · exact e.symm.map_adj_iff.2 (by decide)
  · exact e.symm.map_adj_iff.2 (by decide)

set_option maxRecDepth 10000 in
/-- With one common initial label, every readout of the pooled features takes the same value
on the hexagon and on the two triangles, for every update rule and number of rounds. -/
theorem hexagon_twoTriangles_indistinguishable (upd : ℕ → L → Multiset L → L) (c : L)
    (t : ℕ) (readout : Multiset L → R) :
    readout (pooled hexagon upd (fun _ => c) t) =
      readout (pooled twoTriangles upd (fun _ => c) t) := by
  have h1 : ∀ v, hexagon.degree v = 2 := by decide
  have h2 : ∀ v, twoTriangles.degree v = 2 := by decide
  exact congrArg readout (pooled_eq_of_regular hexagon twoTriangles h1 h2 rfl upd c t)

end MessagePassing
```

```lean
#print axioms MessagePassing.pooled_eq_of_regular
#print axioms MessagePassing.indistinguishable_iff
#print axioms MessagePassing.hexagon_not_iso_twoTriangles
#print axioms MessagePassing.hexagon_twoTriangles_indistinguishable
```

```
'MessagePassing.pooled_eq_of_regular' depends on axioms: [propext, Classical.choice, Quot.sound]
'MessagePassing.indistinguishable_iff' depends on axioms: [propext, Classical.choice, Quot.sound]
'MessagePassing.hexagon_not_iso_twoTriangles' depends on axioms: [propext, Quot.sound]
'MessagePassing.hexagon_twoTriangles_indistinguishable' depends on axioms: [propext, Classical.choice, Quot.sound]
```

## Which graphs, labels and readouts are covered

`SimpleGraph V` with `Fintype V` is a finite undirected graph without loops or multiple edges. `upd` is $U_t$, an arbitrary function that may change between rounds but is shared by all vertices; `fun _ => c` is the common initial label. `features`, `pooled` and `commonLabel` are $h_t$, $P_t$ and $a_t$. `readout` is any function of the pooled multiset. The converse, in `indistinguishable_iff`, quantifies over rules with natural-number labels.

The theorems on regular graphs assume a common initial label; `features_equivariant`, `pooled_invariant` and `features_count` allow differing ones. No theorem here covers edge data or messages sent directly between vertices that are not neighbours.

`features_of_regular` is the induction above: `Multiset.eq_replicate` reduces "$d$ copies of $a_t$" to a count and a check of each member. `pooled_eq_of_regular` applies the same criterion to the whole vertex set. `features_equivariant` proves the neighbourhood mapping as `hN`, and `pooled_invariant` reindexes the vertices. `features_count` supplies the degrees for the converse. For the six-vertex graphs, `decide` checks the degrees and all vertex triples of the ring; the inverse isomorphism would carry the triangle 0, 2, 4 into the ring, a contradiction.
